# The reduced susceptibility of a spin-1 triplet along x is 2/3 without zero-field splitting

The theorem `chi_x_zero` concerns a single spin-1 triplet in thermal equilibrium whose three levels all have energy zero, so there is no zero-field splitting. It states that the reduced isothermal susceptibility for the moment `Sx` is exactly 2/3. Here spin is measured in units of ħ, and the susceptibility is the zero-field derivative of the thermal mean of `Sx` with respect to x, for a coupling energy −x·`Sx` in units of kT. The value follows because the squared moduli of the entries of `Sx` sum to 2, the partition sum is 3, and the thermal mean of `Sx` is zero. The attempt makes one `norm_num` call that unfolds `chi`, `levels`, `Sx` and `pairWeight`, expands the sums over the three levels, uses the lemma `normSq_h` for the prefactor `h`, and is also meant to finish the arithmetic.

This version doesn't compile in Lean 4 with Mathlib:

```lean
import Mathlib

open Matrix Filter Topology

namespace TripletSusceptibility

noncomputable section

/-- The number `1/√2` that appears in the transverse spin-1 matrices. -/
def h : ℂ := ((Real.sqrt 2 / 2 : ℝ) : ℂ)

/-- The spin-1 matrix `S_x` in the basis `m = 1, 0, -1`. -/
def Sx : Matrix (Fin 3) (Fin 3) ℂ := h • !![0, 1, 0; 1, 0, 1; 0, 1, 0]

/-- The triplet energies in units of `kT`, with `y = D/kT`. -/
def levels (y : ℝ) : Fin 3 → ℝ := ![y, 0, y]

/-- The thermal weight of a pair of levels in the static response: a Curie term for equal
energies, a Van Vleck term for different ones. -/
def pairWeight (E F : ℝ) : ℝ :=
  if E = F then Real.exp (-E) else (Real.exp (-E) - Real.exp (-F)) / (F - E)

/-- The reduced isothermal susceptibility of the moment `S`, written in the energy eigenbasis
with energies `E` in units of `kT`. -/
def chi (E : Fin 3 → ℝ) (S : Matrix (Fin 3) (Fin 3) ℂ) : ℝ :=
  (∑ m, ∑ n, Complex.normSq (S m n) * pairWeight (E m) (E n)) / (∑ m, Real.exp (-E m))
    - ((∑ m, Real.exp (-E m) * (S m m).re) / (∑ m, Real.exp (-E m))) ^ 2

lemma normSq_h : Complex.normSq h = 1 / 2 := by
  unfold h
  rw [Complex.normSq_ofReal]
  nlinarith [Real.mul_self_sqrt (show (0 : ℝ) ≤ 2 by norm_num)]

lemma partition_sum (y : ℝ) :
    ∑ m, Real.exp (-levels y m) = 1 + 2 * Real.exp (-y) := by
  simp [levels, Fin.sum_univ_three]
  ring

/-- Without zero-field splitting the susceptibility along `x` equals `2/3`. -/
theorem chi_x_zero : chi (levels 0) Sx = 2 / 3 := by
  norm_num [chi, levels, Sx, pairWeight, Fin.sum_univ_three, normSq_h]

end

end TripletSusceptibility
```

Compiling this gives:

```
Main.lean:40:50: error: unsolved goals
⊢ ((1 / 2 +
              if 0 = ![0, 0, 0] 2 then 1 / 2 * Complex.normSq (![0, 1, 0] 2)
              else 1 / 2 * Complex.normSq (![0, 1, 0] 2) * ((1 - Real.exp (-![0, 0, 0] 2)) / ![0, 0, 0] 2)) +
            (1 / 2 +
              if 0 = ![0, 0, 0] 2 then 1 / 2 * Complex.normSq (![1, 0, 1] 2)
              else 1 / 2 * Complex.normSq (![1, 0, 1] 2) * ((1 - Real.exp (-![0, 0, 0] 2)) / ![0, 0, 0] 2)) +
          (((if ![0, 0, 0] 2 = 0 then
                1 / 2 * Complex.normSq (vecCons 0 (fun i => vecCons 1 (fun i => 0) i) 2) * Real.exp (-![0, 0, 0] 2)
              else
                1 / 2 * Complex.normSq (vecCons 0 (fun i => vecCons 1 (fun i => 0) i) 2) *
                  ((Real.exp (-![0, 0, 0] 2) - 1) / -![0, 0, 0] 2)) +
              if ![0, 0, 0] 2 = 0 then
                1 / 2 * Complex.normSq (vecCons 1 (fun i => vecCons 0 (fun i => 1) i) 2) * Real.exp (-![0, 0, 0] 2)
              else
                1 / 2 * Complex.normSq (vecCons 1 (fun i => vecCons 0 (fun i => 1) i) 2) *
                  ((Real.exp (-![0, 0, 0] 2) - 1) / -![0, 0, 0] 2)) +
            1 / 2 *
                Complex.normSq (vecCons (![0, 1, 0] 2) (fun i => vecCons (![1, 0, 1] 2) (fun i => ![0, 1, 0] 2) i) 2) *
              Real.exp (-![0, 0, 0] 2))) /
        (2 + Real.exp (-![0, 0, 0] 2)) -
      (Real.exp (-![0, 0, 0] 2) *
            (h.re * (vecCons (![0, 1, 0] 2) (fun i => vecCons (![1, 0, 1] 2) (fun i => ![0, 1, 0] 2) i) 2).re -
              h.im * (vecCons (![0, 1, 0] 2) (fun i => vecCons (![1, 0, 1] 2) (fun i => ![0, 1, 0] 2) i) 2).im) /
          (2 + Real.exp (-![0, 0, 0] 2))) ^
        2 =
    2 / 3
```

Lean accepts the file once it reads:

```diff
@@ -39,5 +39,17 @@
 /-- Without zero-field splitting the susceptibility along `x` equals `2/3`. -/
 theorem chi_x_zero : chi (levels 0) Sx = 2 / 3 := by
-  norm_num [chi, levels, Sx, pairWeight, Fin.sum_univ_three, normSq_h]
+  have hl : levels 0 = fun _ => 0 := by
+    funext m
+    fin_cases m <;> simp [levels]
+  have hw : pairWeight 0 0 = 1 := by simp [pairWeight]
+  have hN : ∑ m, ∑ n, Complex.normSq (Sx m n) * pairWeight (levels 0 m) (levels 0 n)
+      = 2 := by
+    simp [hl, hw, Sx, Fin.sum_univ_three, normSq_h]
+    norm_num
+  have hM : ∑ m, Real.exp (-levels 0 m) * (Sx m m).re = 0 := by
+    simp [hl, Sx, Fin.sum_univ_three]
+  unfold chi
+  rw [hN, hM, partition_sum]
+  norm_num
 
 end
```

The single error, "unsolved goals", shows what `norm_num` could not finish. Entries at indices 0 and 1 have been evaluated, but terms such as `![0, 0, 0] 2` and `![0, 1, 0] 2` remain. Simp lemmas cover the first two positions, while reading off the entry at the literal 2 is the work of a simplification procedure (simproc), which `simp` runs and `norm_num` does not. With an energy left unread, some of the `if` tests in `pairWeight` also stay undecided.

The repair gives the entries to `simp`. In `hl` it shows that `levels 0` is zero at every index, and `hw` gives the corresponding pair weight as 1. `hN` and `hM` then evaluate the double sum to 2 and the sum for the mean to 0, with `norm_num` in `hN` left only arithmetic. After `unfold chi`, the rewrites insert these values and `partition_sum`, so the last `norm_num` meets no vector entries. Stating the sums separately is a way of organising the proof; the messages do not show that it is needed.
